# In a skew-symmetric Lanczos run without breakdown, Lanczos and Krylov vectors of like parity up to each step span the same space

The theorem `parity_spans_eq` concerns a linear operator A on a real inner product space and m Lanczos steps, with unit vectors q₀, …, qₘ and nonzero coefficients b₁, …, bₘ. The vectors obey b₁q₁ = Aq₀ and then bⱼ₊₁qⱼ₊₁ = Aqⱼ + bⱼqⱼ₋₁; this recurrence is assumed, while skew-symmetry of A and orthogonality of the vectors are not. For each j ≤ m, the theorem says that the qᵢ with i ≤ j and i of the same parity as j span the same subspace as the Krylov vectors Aⁱq₀ with those indices. The proof shows two inclusions, taking the first from the earlier lemma `lanczos_mem_krylov`. For the second it goes by induction on the power of A, showing that A carries the parity span of the Lanczos vectors at index i into the one at i + 1.

Lean 4 with Mathlib refuses this proof:

```lean
import Mathlib

open scoped InnerProductSpace

namespace SkewSymmetricLanczos

noncomputable section

variable {V : Type*} [NormedAddCommGroup V] [InnerProductSpace ℝ V]
variable {A : V →ₗ[ℝ] V} {b : ℕ → ℝ} {q : ℕ → V} {m : ℕ}

/-- A run of `m` skew-symmetric Lanczos steps without breakdown: unit vectors `q 0, ..., q m`
linked by the recurrence `b (j+1) q (j+1) = A q j + b j q (j-1)`, with no previous vector
at the first step. -/
structure SkewLanczos (A : V →ₗ[ℝ] V) (b : ℕ → ℝ) (q : ℕ → V) (m : ℕ) : Prop where
  unit : ∀ j, j ≤ m → ‖q j‖ = 1
  start : 0 < m → b 1 • q 1 = A (q 0)
  step : ∀ j, j + 1 < m → b (j + 2) • q (j + 2) = A (q (j + 1)) + b (j + 1) • q j
  nonzero : ∀ j, j < m → b (j + 1) ≠ 0

/-- The span of those vectors `v i` with `i ≤ j` whose index has the same parity as `j`. -/
def paritySpan (v : ℕ → V) (j : ℕ) : Submodule ℝ V :=
  Submodule.span ℝ (v '' {i | i ≤ j ∧ i % 2 = j % 2})

/-- The Krylov sequence `x, A x, A² x, ...`. -/
def krylov (A : V →ₗ[ℝ] V) (x : V) (i : ℕ) : V := (A ^ i) x

/-- For `j + 1 < m`, the action of `A` on the Lanczos vector `q (j+1)` is a combination of its two
neighbours `q (j+2)` and `q j`. -/
theorem SkewLanczos.apply_succ (h : SkewLanczos A b q m) (j : ℕ) (hj : j + 1 < m) :
    A (q (j + 1)) = b (j + 2) • q (j + 2) - b (j + 1) • q j :=
  eq_sub_of_add_eq (h.step j hj).symm

theorem mem_paritySpan (v : ℕ → V) {i j : ℕ} (hi : i ≤ j) (hp : i % 2 = j % 2) :
    v i ∈ paritySpan v j :=
  Submodule.subset_span ⟨i, ⟨hi, hp⟩, rfl⟩

theorem paritySpan_mono (v : ℕ → V) {i j : ℕ} (hi : i ≤ j) (hp : i % 2 = j % 2) :
    paritySpan v i ≤ paritySpan v j := by
  refine Submodule.span_le.2 ?_
  rintro _ ⟨k, ⟨hk, hkp⟩, rfl⟩
  exact mem_paritySpan v (hk.trans hi) (hkp.trans hp)

/-- The Lanczos vector `q j` is a combination of the vectors `A^i q 0` with `i ≤ j` and
`i` of the same parity as `j`. -/
theorem lanczos_mem_krylov (h : SkewLanczos A b q m) :
    ∀ j, j ≤ m → q j ∈ paritySpan (krylov A (q 0)) j := by
  -- applying `A` raises the Krylov degree by one
  have up : ∀ j, paritySpan (krylov A (q 0)) j ≤
      (paritySpan (krylov A (q 0)) (j + 1)).comap A := by
    intro j
    refine Submodule.span_le.2 ?_
    rintro _ ⟨i, ⟨hi, hp⟩, rfl⟩
    have e : A (krylov A (q 0) i) = krylov A (q 0) (i + 1) := by
      unfold krylov
      rw [pow_succ']
      rfl
    change A (krylov A (q 0) i) ∈ paritySpan (krylov A (q 0)) (j + 1)
    rw [e]
    exact mem_paritySpan _ (by omega) (by omega)
  intro j
  induction j using Nat.strong_induction_on with
  | _ j ih =>
    intro hj
    obtain _ | _ | n := j
    · have e : krylov A (q 0) 0 = q 0 := by simp [krylov]
      have h0 := mem_paritySpan (krylov A (q 0)) (le_refl 0) rfl
      rwa [e] at h0
    · refine (Submodule.smul_mem_iff _ (h.nonzero 0 (by omega))).1 ?_
      have e := up 0 (ih 0 (by omega) (by omega))
      rw [Submodule.mem_comap, ← h.start (by omega)] at e
      exact e
    · refine (Submodule.smul_mem_iff _ (h.nonzero (n + 1) (by omega))).1 ?_
      have e₁ : A (q (n + 1)) ∈ paritySpan (krylov A (q 0)) (n + 1 + 1) :=
        up (n + 1) (ih (n + 1) (by omega) (by omega))
      have e₂ : q n ∈ paritySpan (krylov A (q 0)) (n + 1 + 1) :=
        paritySpan_mono (i := n) (j := n + 1 + 1) _ (by omega) (by omega)
          (ih n (by omega) (by omega))
      have e := Submodule.add_mem _ e₁ (Submodule.smul_mem _ (b (n + 1)) e₂)
      rw [← h.step n (by omega)] at e
      exact e

/-- For `j ≤ m`, the Lanczos vectors with index at most `j` and of the same parity as `j` span the
same space as the Krylov vectors with those indices. -/
theorem parity_spans_eq (h : SkewLanczos A b q m) (j : ℕ) (hj : j ≤ m) :
    paritySpan q j = paritySpan (krylov A (q 0)) j := by
  have back : ∀ i, i ≤ m → krylov A (q 0) i ∈ paritySpan q i := by
    intro i
    induction i with
    | zero =>
      intro _
      have e : krylov A (q 0) 0 = q 0 := by simp [krylov]
      rw [e]
      exact mem_paritySpan q le_rfl rfl
    | succ i ih =>
      intro hi
      have up : paritySpan q i ≤ (paritySpan q (i + 1)).comap A := by
        refine Submodule.span_le.2 ?_
        rintro _ ⟨k, ⟨hk, hp⟩, rfl⟩
        change A (q k) ∈ _
        obtain _ | k := k
        · rw [← h.start (by omega)]
          exact Submodule.smul_mem _ _ (mem_paritySpan q (by omega) (by omega))
        · rw [h.apply_succ k (by omega)]
          exact Submodule.sub_mem _
            (Submodule.smul_mem _ _ (mem_paritySpan q (by omega) (by omega)))
            (Submodule.smul_mem _ _ (mem_paritySpan q (by omega) (by omega)))
      have e : krylov A (q 0) (i + 1) = A (krylov A (q 0) i) := by
        unfold krylov
        rw [pow_succ']
        rfl
      rw [e]
      exact up (ih (by omega))
  apply le_antisymm
  · refine Submodule.span_le.2 ?_
    rintro _ ⟨i, ⟨hi, hp⟩, rfl⟩
    exact paritySpan_mono _ hi hp (lanczos_mem_krylov h i (hi.trans hj))
  · refine Submodule.span_le.2 ?_
    rintro _ ⟨i, ⟨hi, hp⟩, rfl⟩
    exact paritySpan_mono _ hi hp (back i (hi.trans hj))

end

end SkewSymmetricLanczos
```

Lean reports:

```
Main.lean:100:15: error: typeclass instance problem is stuck
  Membership V ?m.157

Note: Lean will not try to resolve this typeclass instance problem because the second type argument to `Membership` is a metavariable. This argument must be fully determined before Lean will try to resolve the typeclass.

Hint: Adding type annotations and supplying implicit arguments to functions can give Lean more information for typeclass resolution. For example, if you have a variable `x` that you intend to be a `Nat`, but Lean reports it as having an unresolved type like `?m`, replacing `x` with `(x : Nat)` can get typeclass resolution un-stuck.
```

Diagnosis. The error is at `change A (q k) ∈ _`, in the proof that A carries one parity span into the next. This line is meant to restate membership of `q k` in the preimage (`comap`) of a subspace under A as membership of `A (q k)` in the subspace itself.

The symbol `∈` needs a `Membership` instance, which depends on the type of the element and on the type of the collection. The element has type `V`, but the collection was written `_`, so its type was unknown, the `?m.157` of the message. Lean will not look for the instance until that type is fixed, and here nothing fixed it in time, so the search was stuck.

The repair writes `paritySpan q (i + 1)` in place of `_`. This is a `Submodule ℝ V`, so Lean can find the instance, and `change` then accepts the new form because it agrees with the goal by definition. The mathematical argument is unchanged.

The change, after which it compiles:

```diff
@@ -98,5 +98,5 @@
         refine Submodule.span_le.2 ?_
         rintro _ ⟨k, ⟨hk, hp⟩, rfl⟩
-        change A (q k) ∈ _
+        change A (q k) ∈ paritySpan q (i + 1)
         obtain _ | k := k
         · rw [← h.start (by omega)]
```
